# The overlap of two coherent states of one phonon mode is a Gaussian in the difference of their real displacements

A coherent state of a single phonon mode with real displacement `f` has number-basis amplitudes exp(−f²/2) fⁿ/√(n!), which already include the normalising factor. The theorem `coherent_overlap` says that for any real `a` and `b` the products of the two states' amplitudes, summed over all phonon numbers n, converge to exp(−(a − b)²/2). No Hamiltonian enters, only these amplitudes. The attempt starts from the exponential series for exp(ab), multiplies it by the constant exp(−a²/2) exp(−b²/2), and then tries to match the result with the overlap, first term by term and then in the value of the sum.

An attempt in Lean 4 with a fault in it:

```lean
import Mathlib

open Real

namespace HolsteinDimer

noncomputable section

/-- Number-basis amplitudes of the coherent phonon state with real displacement `f`. -/
def coherent (f : ℝ) (n : ℕ) : ℝ := exp (-f ^ 2 / 2) * f ^ n / √(n.factorial : ℝ)

/-- A convergent series may be rewritten term by term, and its value replaced by an equal one. -/
private theorem hasSum_of_eq {F G : ℕ → ℝ} {a b : ℝ} (h : HasSum G b)
    (hF : ∀ n, F n = G n) (ha : a = b) : HasSum F a := by
  have hFG : F = G := funext hF
  subst hFG
  subst ha
  exact h

/-- The overlap of two coherent states is a Gaussian in the difference of their displacements. -/
theorem coherent_overlap (a b : ℝ) :
    HasSum (fun n => coherent a n * coherent b n) (exp (-(a - b) ^ 2 / 2)) := by
  have h : HasSum (fun n : ℕ => (a * b) ^ n / (n.factorial : ℝ)) (exp (a * b)) := by
    rw [Real.exp_eq_exp_ℝ]
    first
      | exact NormedSpace.expSeries_div_hasSum_exp (a * b)
      | exact NormedSpace.expSeries_div_hasSum_exp ℝ (a * b)
  convert h.mul_left (exp (-a ^ 2 / 2) * exp (-b ^ 2 / 2)) using 1
  · funext n
    have hs : √(n.factorial : ℝ) * √(n.factorial : ℝ) = n.factorial :=
      Real.mul_self_sqrt (Nat.cast_nonneg _)
    unfold coherent
    rw [div_mul_div_comm, hs, mul_pow]
    ring
  · rw [← Real.exp_add, ← Real.exp_add]
    congr 1
    ring

end

end HolsteinDimer
```

The error:

```
Main.lean:29:4: error: Tactic `apply` failed: could not unify the conclusion of `@funext`
  ?f = ?g
with the goal
  instAddCommMonoid =
    CommRing.toNonUnitalCommRing.toNonUnitalNonAssocCommRing.toNonUnitalNonAssocSemiring.toAddCommMonoid

Note: The full type of `@funext` is
  ∀ {α : Sort ?u.84} {β : α → Sort ?u.83} {f g : (x : α) → β x}, (∀ (x : α), f x = g x) → f = g

case e'_3
a b : ℝ
h : HasSum (fun n => (a * b) ^ n / ↑n.factorial) (rexp (a * b))
⊢ instAddCommMonoid =
    CommRing.toNonUnitalCommRing.toNonUnitalNonAssocCommRing.toNonUnitalNonAssocSemiring.toAddCommMonoid
Main.lean:35:24: error: Tactic `rewrite` failed: Did not find an occurrence of the pattern
  rexp ?x * rexp ?y
in the target expression
  (fun n => coherent a n * coherent b n) = fun i => rexp (-a ^ 2 / 2 + -b ^ 2 / 2) * ((a * b) ^ i / ↑i.factorial)

case e'_5
a b : ℝ
h : HasSum (fun n => (a * b) ^ n / ↑n.factorial) (rexp (a * b))
⊢ (fun n => coherent a n * coherent b n) = fun i => rexp (-a ^ 2 / 2 + -b ^ 2 / 2) * ((a * b) ^ i / ↑i.factorial)
Main.lean:22:78: error: unsolved goals
case e'_6
a b : ℝ
h : HasSum (fun n => (a * b) ^ n / ↑n.factorial) (rexp (a * b))
⊢ rexp (-(a - b) ^ 2 / 2) = rexp (-a ^ 2 / 2) * rexp (-b ^ 2 / 2) * rexp (a * b)
```

After these edits no error is left:

```diff
@@ -23,10 +23,7 @@
   have h : HasSum (fun n : ℕ => (a * b) ^ n / (n.factorial : ℝ)) (exp (a * b)) := by
     rw [Real.exp_eq_exp_ℝ]
-    first
-      | exact NormedSpace.expSeries_div_hasSum_exp (a * b)
-      | exact NormedSpace.expSeries_div_hasSum_exp ℝ (a * b)
-  convert h.mul_left (exp (-a ^ 2 / 2) * exp (-b ^ 2 / 2)) using 1
-  · funext n
-    have hs : √(n.factorial : ℝ) * √(n.factorial : ℝ) = n.factorial :=
+    exact NormedSpace.expSeries_div_hasSum_exp (a * b)
+  refine hasSum_of_eq (h.mul_left (exp (-a ^ 2 / 2) * exp (-b ^ 2 / 2))) (fun n => ?_) ?_
+  · have hs : √(n.factorial : ℝ) * √(n.factorial : ℝ) = n.factorial :=
       Real.mul_self_sqrt (Nat.cast_nonneg _)
     unfold coherent
```

Diagnosis. The proof has two bullets after `convert ... using 1`, one for the terms and one for the value, but `convert` left three goals. The extra one, which came first, asks that two `AddCommMonoid` instances be equal. So the first bullet applied `funext` to an equation between instances, which are not functions. The second bullet received the equation between terms, where its first rewrite merged the only product of exponentials and its second found none left. The equation between values, for which that bullet was written, had no bullet and was reported as unsolved.

The repair uses the file's own lemma `hasSum_of_eq` in place of `convert`. Lean now checks that the instances agree while fitting `h.mul_left` to the lemma's hypothesis, and only the two intended goals remain, in the order of the bullets. The `funext n` goes because `fun n => ?_` already introduces `n`. Replacing the `first` block by its first alternative is mere tidying, since no message concerns that step.
